# A pseudo-orbital r^m g(r) with m > l + 1 gives a 1/r² repulsion at the nucleus if the screening is less singular

## An s orbital that vanishes at the nucleus

A shape-consistent pseudopotential is found by choosing a smooth radial pseudo-orbital \(u(r)\) that agrees with the all-electron orbital outside the core, and asking which potential has it as a solution. Here \(u(r)=rR(r)\), where \(R\) is the radial part of the wavefunction. For an s orbital of energy \(e\) in atomic units, with the valence electrons' potential \(W\) subtracted, the answer wherever \(u\neq0\) is

\[ V = e + \frac{u''}{2u} - W . \]

Two examples, \(u=r\) and \(u=r^2\), show what this means at the nucleus. They describe \(u\) only there, since neither power is normalisable by itself. Take \(u=r\): then \(u''=0\) and \(V=e-W\). Take \(u=r^2\): then \(u''=2\) and \(V=e+1/r^2-W\). In the first case \(R=u/r\) is constant near the nucleus; in the second \(R=r\) vanishes there, and it takes a repulsive singularity to make it do so.

## General angular momentum

The radial equation \(-\tfrac12u''+\bigl[\tfrac{l(l+1)}{2r^2}+V+W\bigr]u=e\,u\) gives

\[ V = e+\frac{u''}{2u}-\frac{l(l+1)}{2r^2}-W . \]

Let \(u=r^m g\), with \(m\) a natural number, \(g\) twice continuously differentiable and \(g(0)\neq0\). The product rule, applied twice, gives

\[ u''=m(m-1)r^{m-2}g+2m\,r^{m-1}g'+r^m g'' . \]

Dividing by \(2u\),

\[ V=e+\frac{m(m-1)-l(l+1)}{2r^2}+\frac{m\,g'}{r\,g}+\frac{g''}{2g}-W . \]

Multiply by \(r^2\) and let \(r\to0^+\). If \(r^2W\to0\), only the second term survives:

\[ r^2V\to\frac{m(m-1)-l(l+1)}{2}=\frac{(m-l-1)(m+l)}{2}. \]

Since \(m+l\ge0\), and \(m+l>0\) when \(m>l+1\), the limit is positive exactly when \(m>l+1\). Then \(V=(r^2V)/r^2\to+\infty\).

## The matched power m = l + 1

Here the \(1/r^2\) term vanishes. If \(rW\to w\), multiplying by \(r\) gives

\[ rV\to (l+1)\frac{g'(0)}{g(0)}-w . \]

If instead \(g'(0)=0\) and \(W\to w\), then \(g'(r)/r\to g''(0)\), and the two curvature terms add up:

\[ V\to e+\frac{(l+1)g''(0)}{g(0)}+\frac{g''(0)}{2g(0)}-w=e+\frac{(2l+3)g''(0)}{2g(0)}-w . \]

## Numbers for a p orbital

Let \(l=1\), \(g=\exp(-r)\), \(e=-\tfrac12\), \(W=0\). For \(m=3\), \(V=2/r^2-3/r\). At \(r=0.1\) this is 170, so \(r^2V=1.70\); at \(r=0.01\), \(r^2V=1.97\). The limit is \((6-2)/2=2\). For \(m=2\) the same \(g\) gives \(V=-2/r\), in agreement with \((l+1)g'(0)/g(0)=-2\).

## Reading the Lean statement

`orbital m g` is \(u\), and `ionicPotential e l W u` is \(V\), built from the actual second derivative of \(u\). The letter `e` is the orbital energy, not a charge. `𝓝[>] 0` means approach from positive radii. `ContDiff ℝ 2 g` asks for smoothness on the whole real line, including negative arguments. A constant factor in \(u\) cancels in \(V\), so normalisation plays no role.

The condition \(r^2W\to0\) says that the valence electrons screen less singularly than a centrifugal term; it admits even a \(1/r\) singularity. Here `W` is a given function; in a real construction it is computed from the constructed valence orbitals. The theorems also don't require \(u\) to match an all-electron orbital outside the core.

For one radial channel with such a `W`, the result tells a designer of potentials for quantum Monte Carlo or plane-wave calculations which leading powers produce a \(1/r^2\) repulsion.

```lean
import Mathlib

open Filter Topology

namespace ShapeConsistentOrigin

noncomputable section

/-- The radial pseudo-orbital `u(r) = r^m g(r)`. -/
def orbital (m : ℕ) (g : ℝ → ℝ) (r : ℝ) : ℝ := r ^ m * g r

/-- The ionic pseudopotential, in atomic units, obtained by inverting the radial equation for the
orbital `u` of energy `e` and angular momentum `l` and subtracting the valence potential `W`. The
inversion is meaningful at `r > 0` with `u r ≠ 0`, for twice differentiable `u`; the Lean function
is defined for every real `r`, with division by zero returning 0. -/
def ionicPotential (e : ℝ) (l : ℕ) (W u : ℝ → ℝ) (r : ℝ) : ℝ :=
  e + deriv (deriv u) r / (2 * u r) - (l : ℝ) * (l + 1) / (2 * r ^ 2) - W r

variable {g W : ℝ → ℝ} {e w : ℝ} {l m : ℕ}

/-- A twice continuously differentiable radial factor is differentiable, its slope is
differentiable, and its curvature is continuous. -/
theorem factor_regular (hg : ContDiff ℝ 2 g) :
    Differentiable ℝ g ∧ Differentiable ℝ (deriv g) ∧ Continuous (deriv (deriv g)) := by
  have h : ContDiff ℝ (1 + 1) g := by
    rw [one_add_one_eq_two]
    exact hg
  obtain ⟨h1, -, h2⟩ := contDiff_succ_iff_deriv.mp h
  exact ⟨h1, contDiff_one_iff_deriv.mp h2⟩

/-- The curvature of the orbital `r^m g`, multiplied by `r²`, for a twice continuously
differentiable factor `g`. -/
theorem sq_mul_curvature (hg : ContDiff ℝ 2 g) (m : ℕ) (r : ℝ) :
    r ^ 2 * deriv (deriv (orbital m g)) r =
      r ^ m * ((m : ℝ) * (m - 1) * g r + 2 * m * r * deriv g r
        + r ^ 2 * deriv (deriv g) r) := by
  obtain ⟨h1, h2, -⟩ := factor_regular hg
  -- the product rule, applied twice
  have d1 : deriv (orbital m g) =
      fun x => (m : ℝ) * x ^ (m - 1) * g x + x ^ m * deriv g x := by
    funext x
    exact ((hasDerivAt_pow m x).fun_mul (h1 x).hasDerivAt).deriv
  have d2 : HasDerivAt (fun x => (m : ℝ) * x ^ (m - 1) * g x + x ^ m * deriv g x)
      ((m : ℝ) * (((m - 1 : ℕ) : ℝ) * r ^ (m - 1 - 1)) * g r
        + (m : ℝ) * r ^ (m - 1) * deriv g r
        + ((m : ℝ) * r ^ (m - 1) * deriv g r + r ^ m * deriv (deriv g) r)) r :=
    (((hasDerivAt_pow (m - 1) r).const_mul (m : ℝ)).fun_mul (h1 r).hasDerivAt).fun_add
      ((hasDerivAt_pow m r).fun_mul (h2 r).hasDerivAt)
  rw [d1, d2.deriv]
  -- the powers 0 and 1 are separate because the exponents are natural numbers
  rcases m with _ | _ | k
  · simp only [Nat.zero_sub, Nat.cast_zero]
    ring
  · simp only [zero_add, Nat.sub_self, Nat.zero_sub, Nat.cast_one, Nat.cast_zero]
    ring
  · simp only [Nat.add_sub_cancel]
    push_cast
    ring

/-- For the orbital `r^m g` with `g` twice continuously differentiable, away from the nucleus and
from nodes of `g`, the potential splits into a centrifugal mismatch, a term with `1/r`, and the
remaining terms. -/
theorem ionicPotential_eq (hg : ContDiff ℝ 2 g) {r : ℝ} (hr : r ≠ 0) (hgr : g r ≠ 0) :
    ionicPotential e l W (orbital m g) r =
      e + ((m : ℝ) * (m - 1) - l * (l + 1)) / (2 * r ^ 2) + m * deriv g r / (r * g r)
        + deriv (deriv g) r / (2 * g r) - W r := by
  have hu : deriv (deriv (orbital m g)) r =
      r ^ m * ((m : ℝ) * (m - 1) * g r + 2 * m * r * deriv g r
        + r ^ 2 * deriv (deriv g) r) / r ^ 2 := by
    rw [eq_div_iff (pow_ne_zero 2 hr), mul_comm]
    exact sq_mul_curvature hg m r
  have hp : r ^ m ≠ 0 := pow_ne_zero m hr
  simp only [ionicPotential]
  rw [hu]
  simp only [orbital]
  generalize r ^ m = p at hp ⊢
  field_simp
  ring

/-- If `g` is continuous and does not vanish at the nucleus, then sufficiently close to the
nucleus, at positive radius, it has no node. -/
theorem no_node_near_nucleus (hg : Continuous g) (hg0 : g 0 ≠ 0) :
    ∀ᶠ r in 𝓝[>] (0 : ℝ), r ≠ 0 ∧ g r ≠ 0 := by
  have h : ∀ᶠ r in 𝓝[>] (0 : ℝ), g r ≠ 0 :=
    (hg.continuousAt.eventually_ne hg0).filter_mono nhdsWithin_le_nhds
  filter_upwards [h, self_mem_nhdsWithin] with r h1 h2
  exact ⟨(Set.mem_Ioi.mp h2).ne', h1⟩

/-- For `u = r^m g` with `g` twice continuously differentiable, `g(0) ≠ 0` and `r² W → 0`, the
ionic potential satisfies `r² V → (m(m-1) - l(l+1))/2` at the nucleus. -/
theorem tendsto_sq_mul_ionicPotential (hg : ContDiff ℝ 2 g) (hg0 : g 0 ≠ 0)
    (hW : Tendsto (fun r => r ^ 2 * W r) (𝓝[>] 0) (𝓝 0)) :
    Tendsto (fun r => r ^ 2 * ionicPotential e l W (orbital m g) r) (𝓝[>] 0)
      (𝓝 (((m : ℝ) * (m - 1) - l * (l + 1)) / 2)) := by
  obtain ⟨h1, h2, h3⟩ := factor_regular hg
  have t : Tendsto (fun r : ℝ => r) (𝓝[>] 0) (𝓝 0) := tendsto_id.mono_left nhdsWithin_le_nhds
  have t0 := (h1.continuous.tendsto 0).mono_left (nhdsWithin_le_nhds (s := Set.Ioi 0))
  have t1 := (h2.continuous.tendsto 0).mono_left (nhdsWithin_le_nhds (s := Set.Ioi 0))
  have t2 := (h3.tendsto 0).mono_left (nhdsWithin_le_nhds (s := Set.Ioi 0))
  -- only the centrifugal mismatch survives multiplication by r²
  have key : Tendsto (fun r => r ^ 2 * e + ((m : ℝ) * (m - 1) - l * (l + 1)) / 2
      + (m : ℝ) * r * deriv g r / g r + r ^ 2 * deriv (deriv g) r / (2 * g r) - r ^ 2 * W r)
      (𝓝[>] 0) (𝓝 (((m : ℝ) * (m - 1) - l * (l + 1)) / 2)) := by
    have h := (((((t.pow 2).mul_const e).add_const
      (((m : ℝ) * (m - 1) - l * (l + 1)) / 2)).add
      (((t.const_mul (m : ℝ)).mul t1).div t0 hg0)).add
      (((t.pow 2).mul t2).div (t0.const_mul 2) (mul_ne_zero two_ne_zero hg0))).sub hW
    convert h using 2 <;> simp
  refine key.congr' ?_
  filter_upwards [no_node_near_nucleus h1.continuous hg0] with r hr
  obtain ⟨hr, hgr⟩ := hr
  rw [ionicPotential_eq hg hr hgr]
  field_simp

/-- The coefficient `(m(m-1) - l(l+1))/2` is positive exactly when `m > l + 1`. -/
theorem coefficient_pos_iff (l m : ℕ) :
    0 < ((m : ℝ) * (m - 1) - l * (l + 1)) / 2 ↔ l + 1 < m := by
  have hm : (0 : ℝ) ≤ m := Nat.cast_nonneg m
  have hl : (0 : ℝ) ≤ l := Nat.cast_nonneg l
  -- twice the coefficient factors as (m - l - 1)(m + l)
  constructor
  · intro h
    by_contra hn
    have hle : (m : ℝ) ≤ l + 1 := by exact_mod_cast not_lt.mp hn
    nlinarith [mul_nonneg (sub_nonneg.mpr hle) (add_nonneg hm hl)]
  · intro h
    have hlt : (l : ℝ) + 1 < m := by exact_mod_cast h
    nlinarith [mul_pos (sub_pos.mpr hlt) (by linarith : (0 : ℝ) < m + l)]

/-- If `m > l + 1`, `g` is twice continuously differentiable, `g(0) ≠ 0` and `r² W → 0`, the
ionic potential of the orbital `r^m g` tends to plus infinity at the nucleus. -/
theorem ionicPotential_tendsto_atTop (hg : ContDiff ℝ 2 g) (hg0 : g 0 ≠ 0)
    (hW : Tendsto (fun r => r ^ 2 * W r) (𝓝[>] 0) (𝓝 0)) (hm : l + 1 < m) :
    Tendsto (ionicPotential e l W (orbital m g)) (𝓝[>] 0) atTop := by
  have hi : Tendsto (fun r : ℝ => r⁻¹) (𝓝[>] 0) atTop := tendsto_inv_nhdsGT_zero
  have h := Tendsto.pos_mul_atTop ((coefficient_pos_iff l m).mpr hm)
    (tendsto_sq_mul_ionicPotential (e := e) hg hg0 hW) (hi.atTop_mul_atTop₀ hi)
  refine h.congr' ?_
  filter_upwards [self_mem_nhdsWithin] with r hr
  have hr' : r ≠ 0 := (Set.mem_Ioi.mp hr).ne'
  field_simp

/-- For the matched power `m = l + 1`, with `g` twice continuously differentiable, `g(0) ≠ 0` and
`r W → w`, the ionic potential satisfies `r V → (l+1) g'(0)/g(0) - w` at the nucleus. -/
theorem matched_power_coulomb (hg : ContDiff ℝ 2 g) (hg0 : g 0 ≠ 0)
    (hW : Tendsto (fun r => r * W r) (𝓝[>] 0) (𝓝 w)) :
    Tendsto (fun r => r * ionicPotential e l W (orbital (l + 1) g) r) (𝓝[>] 0)
      (𝓝 (((l : ℝ) + 1) * deriv g 0 / g 0 - w)) := by
  obtain ⟨h1, h2, h3⟩ := factor_regular hg
  have t : Tendsto (fun r : ℝ => r) (𝓝[>] 0) (𝓝 0) := tendsto_id.mono_left nhdsWithin_le_nhds
  have t0 := (h1.continuous.tendsto 0).mono_left (nhdsWithin_le_nhds (s := Set.Ioi 0))
  have t1 := (h2.continuous.tendsto 0).mono_left (nhdsWithin_le_nhds (s := Set.Ioi 0))
  have t2 := (h3.tendsto 0).mono_left (nhdsWithin_le_nhds (s := Set.Ioi 0))
  have key : Tendsto (fun r => r * e + ((l : ℝ) + 1) * deriv g r / g r
      + r * deriv (deriv g) r / (2 * g r) - r * W r)
      (𝓝[>] 0) (𝓝 (((l : ℝ) + 1) * deriv g 0 / g 0 - w)) := by
    have h := (((t.mul_const e).add ((t1.const_mul ((l : ℝ) + 1)).div t0 hg0)).add
      ((t.mul t2).div (t0.const_mul 2) (mul_ne_zero two_ne_zero hg0))).sub hW
    convert h using 2 <;> simp
  refine key.congr' ?_
  filter_upwards [no_node_near_nucleus h1.continuous hg0] with r hr
  obtain ⟨hr, hgr⟩ := hr
  rw [ionicPotential_eq hg hr hgr]
  push_cast
  field_simp
  ring

/-- For `m = l + 1`, with `g` twice continuously differentiable, `g(0) ≠ 0`, `g'(0) = 0` and
`W → w`, the ionic potential has the finite limit `e + (2l+3) g''(0)/(2 g(0)) - w`. -/
theorem matched_power_finite (hg : ContDiff ℝ 2 g) (hg0 : g 0 ≠ 0) (hc : deriv g 0 = 0)
    (hW : Tendsto W (𝓝[>] 0) (𝓝 w)) :
    Tendsto (ionicPotential e l W (orbital (l + 1) g)) (𝓝[>] 0)
      (𝓝 (e + (2 * (l : ℝ) + 3) * deriv (deriv g) 0 / (2 * g 0) - w)) := by
  obtain ⟨h1, h2, h3⟩ := factor_regular hg
  have t0 := (h1.continuous.tendsto 0).mono_left (nhdsWithin_le_nhds (s := Set.Ioi 0))
  have t2 := (h3.tendsto 0).mono_left (nhdsWithin_le_nhds (s := Set.Ioi 0))
  -- since g'(0) = 0, the quotient g'(r)/r tends to g''(0)
  have ts : Tendsto (fun r => r⁻¹ * deriv g r) (𝓝[>] 0) (𝓝 (deriv (deriv g) 0)) := by
    simpa [hc] using (h2 0).hasDerivAt.tendsto_slope_zero_right
  have key : Tendsto (fun r => e + ((l : ℝ) + 1) * (r⁻¹ * deriv g r) / g r
      + deriv (deriv g) r / (2 * g r) - W r)
      (𝓝[>] 0) (𝓝 (e + (2 * (l : ℝ) + 3) * deriv (deriv g) 0 / (2 * g 0) - w)) := by
    have h := ((((ts.const_mul ((l : ℝ) + 1)).div t0 hg0).const_add e).add
      (t2.div (t0.const_mul 2) (mul_ne_zero two_ne_zero hg0))).sub hW
    convert h using 2
    · simp only [Pi.div_apply]
    · ring
  refine key.congr' ?_
  filter_upwards [no_node_near_nucleus h1.continuous hg0] with r hr
  obtain ⟨hr, hgr⟩ := hr
  rw [ionicPotential_eq hg hr hgr]
  push_cast
  field_simp
  ring

end

end ShapeConsistentOrigin
```

```lean
#print axioms ShapeConsistentOrigin.no_node_near_nucleus
-- 'ShapeConsistentOrigin.no_node_near_nucleus' depends on axioms: [propext, Classical.choice, Quot.sound]
#print axioms ShapeConsistentOrigin.ionicPotential_tendsto_atTop
-- 'ShapeConsistentOrigin.ionicPotential_tendsto_atTop' depends on axioms: [propext, Classical.choice, Quot.sound]
#print axioms ShapeConsistentOrigin.matched_power_coulomb
-- 'ShapeConsistentOrigin.matched_power_coulomb' depends on axioms: [propext, Classical.choice, Quot.sound]
#print axioms ShapeConsistentOrigin.matched_power_finite
-- 'ShapeConsistentOrigin.matched_power_finite' depends on axioms: [propext, Classical.choice, Quot.sound]
```

## From the product rule to the limits

`sq_mul_curvature` is the formula for \(u''\) times \(r^2\), which avoids negative powers. Natural-number subtraction stops at zero, so the proof treats \(m=0\), \(m=1\) and \(m\ge2\) separately. `ionicPotential_eq` divides by \(2u\) and yields the split form of \(V\).

In `tendsto_sq_mul_ionicPotential` and the two matched-power theorems, `key` assembles the limit term by term, from the split form multiplied by \(r^2\), by \(r\) or by nothing. `coefficient_pos_iff` passes the sign of the product \((m-l-1)(m+l)\) to `nlinarith`, and `Tendsto.pos_mul_atTop` multiplies the positive limit by the diverging \(1/r^2\). In `matched_power_finite`, `tendsto_slope_zero_right` supplies \(g'(r)/r\to g''(0)\).

## Equality close to the nucleus is enough

The split form is proved only where \(r\neq0\) and \(g(r)\neq0\), and \(g\) may have nodes further out. `Tendsto.congr'` transfers a limit between two functions that agree eventually along the filter, here on some interval \((0,\delta)\). `no_node_near_nucleus` provides that interval from continuity and \(g(0)\neq0\), and `filter_upwards` reduces the agreement to algebra at a single radius.
